# Among unnormalised Cartesian Gaussians of equal α and total degree, the self-overlap is smallest exactly when the powers differ pairwise by at most one

Q: At fixed α, which Cartesian Gaussians of a given total degree have the smallest norm before normalisation? To pose this in Lean you must choose what is minimised: the overlap integral, or the product of double factorials to which it is supposed to reduce. With the product alone, I would doubt that you had captured the physics.

A: The integral is minimised, and its reduction to the product is a theorem. The axes form a finite type `ι`, and `k : ι → ℕ` gives the power of each coordinate.

```lean
import Mathlib

open Finset MeasureTheory

namespace BalancedCartesianGaussian

noncomputable section

variable {ι : Type*} [Fintype ι]
```

Q: And the double factorials?

A: They are defined by recursion from (-1)!! = 1. Note the shift: `oddFactorial n` means (2n-1)!!, not n!!.

```lean
/-- The odd double factorial `(2n-1)!!`, with `(-1)!! = 1`. -/
def oddFactorial : ℕ → ℕ
  | 0 => 1
  | n + 1 => (2 * n + 1) * oddFactorial n
```

The product over the axes, F(k) = ∏ (2kᵢ-1)!!, is `overlapFactor`.

```lean
/-- The overlap factor `∏ (2kᵢ-1)!!` of a Cartesian Gaussian with exponents `k`. -/
def overlapFactor (k : ι → ℕ) : ℕ := ∏ i, oddFactorial (k i)
```

"Balanced" means that any two powers differ by at most one. One inequality suffices, because it is required for both orders of i and j.

```lean
/-- The exponents are balanced when any two of them differ by at most one. -/
def IsBalanced (k : ι → ℕ) : Prop := ∀ i j, k i ≤ k j + 1
```

The physical quantity is the squared norm S(k), an integral over all of `ι → ℝ`. The file's comments call the kᵢ "exponents", a word that basis-set usage keeps for α.

```lean
/-- The self-overlap of the unnormalised Cartesian Gaussian `∏ xᵢ^kᵢ · exp(-α ∑ xᵢ²)`. -/
def selfOverlap (α : ℝ) (k : ι → ℕ) : ℝ :=
  ∫ x : ι → ℝ, ((∏ i, x i ^ k i) * Real.exp (-α * ∑ i, x i ^ 2)) ^ 2
```

Q: Is your double factorial the usual one?

A: Yes. After restating the recursion, the file proves by induction that it agrees with Mathlib's from 1!! onwards. Positivity follows by another induction.

```lean
/-- The recursion `(2n+1)!! = (2n+1) (2n-1)!!`. -/
lemma oddFactorial_succ (n : ℕ) :
    oddFactorial (n + 1) = (2 * n + 1) * oddFactorial n := rfl

/-- From `1!!` onwards, `oddFactorial` is the usual double factorial of an odd number. -/
theorem oddFactorial_eq_doubleFactorial (n : ℕ) :
    oddFactorial (n + 1) = Nat.doubleFactorial (2 * n + 1) := by
  induction n with
  | zero => rfl
  | succ n ih =>
    have e : 2 * (n + 1) + 1 = 2 * n + 1 + 2 := by ring
    rw [oddFactorial_succ, ih, e, Nat.doubleFactorial_add_two]

/-- Odd double factorials are positive. -/
lemma oddFactorial_pos (n : ℕ) : 0 < oddFactorial n := by
  induction n with
  | zero => exact Nat.one_pos
  | succ n ih => exact Nat.mul_pos (Nat.succ_pos _) ih
```

Q: Now get from the integral to the product.

A: Start on one axis. For b > 0 let Mₙ = ∫ x²ⁿ exp(-b x²) dx. The derivative of x²ⁿ⁺¹ exp(-b x²) integrates to zero, so

0 = (2n+1) Mₙ - 2b Mₙ₊₁.

With M₀ = √(π/b), induction gives

Mₙ = (2n-1)!! / (2b)ⁿ · √(π/b).

In the proof, `hint` supplies integrability, `hd` is the derivative and `h0` is the vanishing integral.

```lean
/-- The even moments of a Gaussian of exponent `b > 0` are
`(2n-1)!! / (2b)^n · √(π/b)`. -/
theorem gaussian_moment {b : ℝ} (hb : 0 < b) (n : ℕ) :
    ∫ x : ℝ, x ^ (2 * n) * Real.exp (-b * x ^ 2)
      = oddFactorial n / (2 * b) ^ n * √(Real.pi / b) := by
  have hint (m : ℕ) : Integrable (fun x : ℝ => x ^ m * Real.exp (-b * x ^ 2)) := by
    have h := integrable_rpow_mul_exp_neg_mul_sq hb (s := (m : ℝ))
      (by have := Nat.cast_nonneg (α := ℝ) m; linarith)
    simpa only [Real.rpow_natCast] using h
  induction n with
  | zero => simpa [oddFactorial] using integral_gaussian b
  | succ n ih =>
    -- the integral of the derivative of `x^(2n+1) exp(-b x²)` vanishes
    have hd (x : ℝ) : HasDerivAt (fun x : ℝ => x ^ (2 * n + 1) * Real.exp (-b * x ^ 2))
        ((2 * n + 1) * (x ^ (2 * n) * Real.exp (-b * x ^ 2))
          - 2 * b * (x ^ (2 * (n + 1)) * Real.exp (-b * x ^ 2))) x := by
      refine ((hasDerivAt_pow (2 * n + 1) x).fun_mul
        (((hasDerivAt_pow 2 x).const_mul (-b)).exp)).congr_deriv ?_
      simp only [Nat.add_sub_cancel, Nat.reduceSub, pow_one]
      push_cast
      ring
    have h0 := integral_eq_zero_of_hasDerivAt_of_integrable hd
      (((hint _).const_mul _).sub ((hint _).const_mul _)) (hint _)
    rw [integral_sub ((hint _).const_mul _) ((hint _).const_mul _),
      integral_const_mul, integral_const_mul, ih] at h0
    have h1 : ∫ x : ℝ, x ^ (2 * (n + 1)) * Real.exp (-b * x ^ 2)
        = (2 * n + 1) * (oddFactorial n / (2 * b) ^ n * √(Real.pi / b)) / (2 * b) := by
      rw [eq_div_iff (by positivity)]
      linarith
    rw [h1, oddFactorial_succ]
    generalize √(Real.pi / b) = s
    push_cast
    rw [pow_succ]
    field_simp
```

Squaring the Gaussian doubles the powers and turns α into b = 2α. The integrand factorises over the d axes, hence so does the integral. With L = ∑ kᵢ,

S(k) = F(k) / (4α)ᴸ · √(π/(2α))ᵈ.

Here `h` factorises the integrand, and the moment formula is applied on each axis.

```lean
/-- For `α > 0` the self-overlap is the overlap factor times a constant fixed by `α`,
the total degree and the dimension. -/
theorem selfOverlap_eq {α : ℝ} (hα : 0 < α) (k : ι → ℕ) :
    selfOverlap α k = overlapFactor k / (4 * α) ^ (∑ i, k i)
      * √(Real.pi / (2 * α)) ^ Fintype.card ι := by
  -- the squared function factorises over the axes
  have h (x : ι → ℝ) : ((∏ i, x i ^ k i) * Real.exp (-α * ∑ i, x i ^ 2)) ^ 2
      = ∏ i, (x i ^ (2 * k i) * Real.exp (-(2 * α) * x i ^ 2)) := by
    rw [mul_pow, ← Finset.prod_pow, ← Real.exp_nat_mul, Finset.prod_mul_distrib,
      ← Real.exp_sum, ← Finset.mul_sum]
    congr 1
    · exact Finset.prod_congr rfl fun i _ => (pow_mul' (x i) 2 (k i)).symm
    · congr 1
      push_cast
      ring
  have e : 2 * (2 * α) = 4 * α := by ring
  unfold selfOverlap overlapFactor
  simp_rw [h]
  rw [integral_fintype_prod_volume_eq_prod
    (f := fun i (y : ℝ) => y ^ (2 * k i) * Real.exp (-(2 * α) * y ^ 2))]
  simp_rw [gaussian_moment (b := 2 * α) (by positivity), e]
  rw [Finset.prod_mul_distrib, Finset.prod_div_distrib, Finset.prod_pow_eq_pow_sum,
    Finset.prod_const, Finset.card_univ, Nat.cast_prod]
```

At fixed α, L and d, only F(k) varies.

Q: Why must a minimiser be balanced?

A: Suppose k_a ≥ k_b + 2. Move one power from axis a to axis b and call the result m. The degree is unchanged, and

F(m) / F(k) = (2k_b+1) / (2k_a-1) < 1.

The Lean proof splits these two axes off the sum and the product, then compares the two odd factors without dividing.

```lean
/-- Moving one power from axis `a` to axis `b`, where the exponent on `a` is larger by at
least two, keeps the total degree and strictly lowers the overlap factor. -/
theorem transfer_lt {k m : ι → ℕ} {a b : ι} (h : k b + 2 ≤ k a) (ha : k a = m a + 1)
    (hb : m b = k b + 1) (hoff : ∀ i, i ≠ a → i ≠ b → m i = k i) :
    ∑ i, m i = ∑ i, k i ∧ overlapFactor m < overlapFactor k := by
  classical
  have hab : b ≠ a := by
    rintro rfl
    omega
  have hb' : b ∈ univ.erase a := by simp [hab]
  have hr : ∀ i ∈ (univ.erase a).erase b, m i = k i := fun i hi =>
    hoff i (Finset.ne_of_mem_erase (Finset.mem_of_mem_erase hi)) (Finset.ne_of_mem_erase hi)
  constructor
  · rw [← Finset.add_sum_erase univ m (mem_univ a), ← Finset.add_sum_erase _ m hb',
      ← Finset.add_sum_erase univ k (mem_univ a), ← Finset.add_sum_erase _ k hb',
      show ∑ i ∈ (univ.erase a).erase b, m i = ∑ i ∈ (univ.erase a).erase b, k i from
        Finset.sum_congr rfl hr]
    omega
  · unfold overlapFactor
    rw [← Finset.mul_prod_erase univ (fun i => oddFactorial (m i)) (mem_univ a),
      ← Finset.mul_prod_erase _ (fun i => oddFactorial (m i)) hb',
      ← Finset.mul_prod_erase univ (fun i => oddFactorial (k i)) (mem_univ a),
      ← Finset.mul_prod_erase _ (fun i => oddFactorial (k i)) hb',
      Finset.prod_congr rfl (fun i hi => congrArg oddFactorial (hr i hi)), ha, hb,
      oddFactorial_succ, oddFactorial_succ]
    have hR : 0 < ∏ i ∈ (univ.erase a).erase b, oddFactorial (k i) :=
      Finset.prod_pos fun i _ => oddFactorial_pos _
    generalize ∏ i ∈ (univ.erase a).erase b, oddFactorial (k i) = R at hR ⊢
    have hP : 0 < oddFactorial (m a) * oddFactorial (k b) * R :=
      Nat.mul_pos (Nat.mul_pos (oddFactorial_pos _) (oddFactorial_pos _)) hR
    have hlt : 2 * k b + 1 < 2 * m a + 1 := by omega
    have := mul_lt_mul_of_pos_right hlt hP
    linarith
```

Q: That rules out unbalanced tuples. It doesn't show that every balanced one is a minimiser.

A: For that, fix q and set g(n) = (2n-1)!! / (2q+1)ⁿ. Then

g(n+1) / g(n) = (2n+1) / (2q+1),

which is below one for n < q, one at n = q, and above one for n > q. So g(n) ≥ g(q) for every n. Lean proves the cross-multiplied inequality by separate inductions above and below q.

```lean
/-- The ratio `(2n-1)!! / (2q+1)^n` is smallest at `n = q`, written without division. -/
theorem oddFactorial_tangent (q n : ℕ) :
    oddFactorial q * (2 * q + 1) ^ n ≤ oddFactorial n * (2 * q + 1) ^ q := by
  rcases le_total q n with h | h
  · obtain ⟨j, rfl⟩ := Nat.exists_eq_add_of_le h
    clear h
    induction j with
    | zero => exact le_refl _
    | succ j ih =>
      rw [← add_assoc, oddFactorial_succ, pow_succ]
      have := Nat.mul_le_mul (show 2 * q + 1 ≤ 2 * (q + j) + 1 by omega) ih
      linarith
  · -- below `q` every factor of the double factorial is at most `2q+1`
    have aux (c j : ℕ) (hc : 2 * (n + j) ≤ c + 1) :
        oddFactorial (n + j) * c ^ n ≤ oddFactorial n * c ^ (n + j) := by
      induction j with
      | zero => exact le_refl _
      | succ j ih =>
        rw [← add_assoc, oddFactorial_succ, pow_succ]
        have := Nat.mul_le_mul (show 2 * (n + j) + 1 ≤ c by omega) (ih (by omega))
        linarith
    obtain ⟨j, rfl⟩ := Nat.exists_eq_add_of_le h
    exact aux _ j (by omega)
```

Multiply g(mᵢ) ≥ g(q) over the axes. If ∑ mᵢ = dq + r, then

F(m) ≥ ((2q-1)!!)ᵈ (2q+1)ʳ.

Since g(q+1) = g(q), equality holds when every mᵢ is q or q+1.

```lean
/-- In `d` dimensions and total degree `d q + r`, the overlap factor is at least
`((2q-1)!!)^d (2q+1)^r`, with equality if every exponent is `q` or `q+1`. -/
theorem overlapFactor_bound {m : ι → ℕ} {q r : ℕ}
    (hm : ∑ i, m i = Fintype.card ι * q + r) :
    oddFactorial q ^ Fintype.card ι * (2 * q + 1) ^ r ≤ overlapFactor m ∧
    ((∀ i, m i = q ∨ m i = q + 1) →
      overlapFactor m = oddFactorial q ^ Fintype.card ι * (2 * q + 1) ^ r) := by
  have hpos : 0 < ((2 * q + 1) ^ q) ^ Fintype.card ι := by positivity
  have hL : ∏ i, (oddFactorial q * (2 * q + 1) ^ m i)
      = oddFactorial q ^ Fintype.card ι * (2 * q + 1) ^ r
        * ((2 * q + 1) ^ q) ^ Fintype.card ι := by
    rw [Finset.prod_mul_distrib, Finset.prod_const, Finset.prod_pow_eq_pow_sum, hm,
      Finset.card_univ, pow_add, mul_comm (Fintype.card ι) q, pow_mul]
    have hcomm : ∀ A K R : ℕ, A * (K * R) = A * R * K := fun A K R => by ring
    exact hcomm _ _ _
  have hR : ∏ i, (oddFactorial (m i) * (2 * q + 1) ^ q)
      = overlapFactor m * ((2 * q + 1) ^ q) ^ Fintype.card ι := by
    rw [Finset.prod_mul_distrib, Finset.prod_const, Finset.card_univ, overlapFactor]
  constructor
  · refine le_of_mul_le_mul_right ?_ hpos
    rw [← hL, ← hR]
    exact Finset.prod_le_prod (fun i _ => Nat.zero_le _)
      (fun i _ => oddFactorial_tangent q (m i))
  · intro h
    refine Nat.eq_of_mul_eq_mul_right hpos ?_
    rw [← hL, ← hR]
    refine Finset.prod_congr rfl fun i _ => ?_
    rcases h i with h | h <;> rw [h]
    rw [oddFactorial_succ, pow_succ]
    ac_rfl
```

For balanced k, take q to be its smallest entry. All entries are then q or q+1, so k attains the bound that every competitor of the same degree obeys. With no axes there is only one tuple, and the claim is immediate. The other direction applies the transfer to an unbalanced pair.

```lean
/-- The overlap factor is minimal among exponents of the same total degree exactly when
the exponents differ pairwise by at most one. -/
theorem overlapFactor_minimal_iff (k : ι → ℕ) :
    (∀ m : ι → ℕ, ∑ i, m i = ∑ i, k i → overlapFactor k ≤ overlapFactor m)
      ↔ IsBalanced k := by
  classical
  constructor
  · intro hmin i j
    by_contra h
    have hji : j ≠ i := by
      rintro rfl
      omega
    -- an unbalanced pair allows a transfer that lowers the factor
    obtain ⟨hs, hlt⟩ := transfer_lt (k := k) (a := i) (b := j)
      (m := fun x => if x = i then k i - 1 else if x = j then k j + 1 else k x)
      (by omega) (by simp only [↓reduceIte]; omega) (by simp [hji])
      (fun x h1 h2 => by simp [h1, h2])
    exact not_le_of_gt hlt (hmin _ hs)
  · intro hk m hm
    rcases isEmpty_or_nonempty ι with hι | hι
    · simp [overlapFactor]
    · -- balanced exponents take only the values `q` and `q+1`, `q` being the smallest
      obtain ⟨a, ha⟩ := Finite.exists_min k
      have hle : Fintype.card ι * k a ≤ ∑ i, k i := by
        simpa using Finset.card_nsmul_le_sum univ k (k a) (fun i _ => ha i)
      obtain ⟨r, hr⟩ := Nat.exists_eq_add_of_le hle
      rw [(overlapFactor_bound hr).2 fun i => by
        have h1 := ha i
        have h2 := hk i a
        omega]
      exact (overlapFactor_bound (hm.trans hr)).1
```

Q: And the statement about the integral?

A: It reads: for α > 0, S(k) ≤ S(m) for every m of the same total degree if and only if k is balanced. The condition α > 0 makes the Gaussian decay. The proof inserts the formula for S and cancels the common positive constants.

```lean
/-- For `α > 0`, a Cartesian Gaussian has the smallest self-overlap among those of the same
exponent `α` and total degree exactly when its powers differ pairwise by at most one. -/
theorem selfOverlap_minimal_iff {α : ℝ} (hα : 0 < α) (k : ι → ℕ) :
    (∀ m : ι → ℕ, ∑ i, m i = ∑ i, k i → selfOverlap α k ≤ selfOverlap α m)
      ↔ IsBalanced k := by
  rw [← overlapFactor_minimal_iff]
  have hA : 0 < (4 * α) ^ (∑ i, k i) := by positivity
  have hB : 0 < √(Real.pi / (2 * α)) ^ Fintype.card ι := by positivity
  refine forall_congr' fun m => forall_congr' fun hm => ?_
  rw [selfOverlap_eq hα, selfOverlap_eq hα, hm]
  constructor
  · intro h
    by_contra hlt
    exact not_lt_of_ge h (mul_lt_mul_of_pos_right
      (div_lt_div_of_pos_right (Nat.cast_lt.mpr (not_le.mp hlt)) hA) hB)
  · intro h
    exact mul_le_mul_of_nonneg_right
      (div_le_div_of_nonneg_right (Nat.cast_le.mpr h) hA.le) hB.le

end

end BalancedCartesianGaussian
```

```lean
#print axioms BalancedCartesianGaussian.oddFactorial_eq_doubleFactorial
#print axioms BalancedCartesianGaussian.selfOverlap_minimal_iff
```

```
'BalancedCartesianGaussian.oddFactorial_eq_doubleFactorial' depends on axioms: [propext]
'BalancedCartesianGaussian.selfOverlap_minimal_iff' depends on axioms: [propext, Classical.choice, Quot.sound]
```

Q: My basis functions sit on nuclei, not at the origin.

A: That step is left to you: shift the integration variable, and the self-overlap is unchanged.

Q: Where would I notice the result?

A: In the normalisation of a Cartesian d shell built from a single primitive: F is 1 for xy and 3 for xx, so one common prefactor cannot normalise both.
